# The midpoint inequality for the partition function of a finite spectrum, and its case of equality

Take two levels, $0$ and $\Delta$, so that $Z(b)=1+e^{-b\Delta}$ at inverse temperature $b$. For two values $b_1,b_2$ write $x=e^{-b_1\Delta/2}$ and $y=e^{-b_2\Delta/2}$. Then

$$Z(b_1)Z(b_2)-Z\!\left(\tfrac{b_1+b_2}{2}\right)^2=(1+x^2)(1+y^2)-(1+xy)^2=(x-y)^2\ge 0.$$

If $b_1\neq b_2$, this vanishes only for $\Delta=0$. With more states, the single square becomes a sum of squares over pairs of states.

In Lean 4 with Mathlib:

```lean
import Mathlib

open Finset

namespace PartitionFunctionConvexity

noncomputable section

variable {ι : Type*} [Fintype ι]
```

The type `ι` labels the states, and `Fintype ι` says that there are finitely many. Infinite spectra, with their questions of convergence, are not covered.

```lean
/-- The canonical partition function of the energies `E` at inverse temperature `b`:
the sum of the Boltzmann factors over all states. -/
def Z (E : ι → ℝ) (b : ℝ) : ℝ := ∑ i, Real.exp (-b * E i)
```

This is $Z(b)=\sum_i e^{-bE_i}$. The spectrum is a function `E : ι → ℝ` from states to energies, so a degenerate level is simply a value taken by several states. The energies are given numbers, not derived from a Hamiltonian. The parameter $b$ stands for $1/k_BT$, but may be any real number, including zero and negative values.

```lean
/-- The partition function of a nonempty finite spectrum is positive. -/
theorem Z_pos [Nonempty ι] (E : ι → ℝ) (b : ℝ) : 0 < Z E b :=
  Finset.sum_pos (fun _ _ => Real.exp_pos _) Finset.univ_nonempty
```

A sum of positive terms is positive if there is at least one term, which is what `Nonempty ι` supplies. With no states, $Z=0$.

```lean
/-- Lagrange's identity: the defect in the Cauchy-Schwarz inequality for two finite real
families is half a double sum of squares. -/
theorem lagrange_identity (a c : ι → ℝ) :
    (∑ i, a i ^ 2) * (∑ i, c i ^ 2) - (∑ i, a i * c i) ^ 2
      = 1 / 2 * ∑ i, ∑ j, (a i * c j - a j * c i) ^ 2 := by
  have h : ∑ i, ∑ j, (a i * c j - a j * c i) ^ 2
      = ∑ i, ∑ j, a i ^ 2 * c j ^ 2 + ∑ i, ∑ j, c i ^ 2 * a j ^ 2
        - 2 * ∑ i, ∑ j, (a i * c i) * (a j * c j) := by
    simp only [Finset.mul_sum, ← Finset.sum_add_distrib, ← Finset.sum_sub_distrib]
    exact Finset.sum_congr rfl fun i _ => Finset.sum_congr rfl fun j _ => by ring
  have e1 : (∑ i, a i ^ 2) * (∑ j, c j ^ 2) = ∑ i, ∑ j, a i ^ 2 * c j ^ 2 :=
    Finset.sum_mul_sum _ _ _ _
  have e2 : (∑ i, c i ^ 2) * (∑ j, a j ^ 2) = ∑ i, ∑ j, c i ^ 2 * a j ^ 2 :=
    Finset.sum_mul_sum _ _ _ _
  have e3 : (∑ i, a i * c i) * (∑ j, a j * c j) = ∑ i, ∑ j, (a i * c i) * (a j * c j) :=
    Finset.sum_mul_sum _ _ _ _
  linear_combination (1 / 2) * e1 + (1 / 2) * e2 - e3 - (1 / 2) * h
```

For real families $a_i,c_i$, expand each square:

$$(a_ic_j-a_jc_i)^2=a_i^2c_j^2+c_i^2a_j^2-2(a_ic_i)(a_jc_j).$$

Summing over $i$ and $j$ gives $2\sum_i a_i^2\sum_j c_j^2-2\left(\sum_i a_ic_i\right)^2$, and half of this is the left side of the theorem. In the proof, `h` is the expansion, and `e1`, `e2`, `e3` turn products of sums into double sums. The tactic `linear_combination` adds these equations with the stated coefficients.

```lean
/-- The product of the partition functions at two inverse temperatures exceeds the squared
partition function at their midpoint by an explicit sum of squares over pairs of states. -/
theorem midpoint_defect (E : ι → ℝ) (b1 b2 : ℝ) :
    Z E b1 * Z E b2 - Z E ((b1 + b2) / 2) ^ 2
      = 1 / 2 * ∑ i, ∑ j, (Real.exp (-(b1 * E i + b2 * E j) / 2)
          - Real.exp (-(b1 * E j + b2 * E i) / 2)) ^ 2 := by
  -- split every Boltzmann factor into two half factors
  have h1 : ∀ b, Z E b = ∑ i, Real.exp (-b * E i / 2) ^ 2 := by
    intro b
    unfold Z
    refine Finset.sum_congr rfl fun i _ => ?_
    rw [sq, ← Real.exp_add]
    congr 1
    ring
  have h2 : Z E ((b1 + b2) / 2)
      = ∑ i, Real.exp (-b1 * E i / 2) * Real.exp (-b2 * E i / 2) := by
    unfold Z
    refine Finset.sum_congr rfl fun i _ => ?_
    rw [← Real.exp_add]
    congr 1
    ring
  rw [h1 b1, h1 b2, h2]
  refine (lagrange_identity (fun i => Real.exp (-b1 * E i / 2))
    (fun i => Real.exp (-b2 * E i / 2))).trans ?_
  congr 1
  refine Finset.sum_congr rfl fun i _ => Finset.sum_congr rfl fun j _ => ?_
  simp only [← Real.exp_add]
  congr 3 <;> ring
```

Put $a_i=e^{-b_1E_i/2}$ and $c_i=e^{-b_2E_i/2}$. Then $\sum_i a_i^2=Z(b_1)$, $\sum_i c_i^2=Z(b_2)$ and $\sum_i a_ic_i=Z((b_1+b_2)/2)$; `h1` and `h2` record this. Lagrange's identity becomes

$$Z(b_1)Z(b_2)-Z\!\left(\tfrac{b_1+b_2}{2}\right)^2=\tfrac12\sum_{i,j}\left(e^{-(b_1E_i+b_2E_j)/2}-e^{-(b_1E_j+b_2E_i)/2}\right)^2.$$

```lean
/-- The squared partition function at the midpoint of two inverse temperatures is at most the
product of the partition functions at the two ends. -/
theorem midpoint_sq_le (E : ι → ℝ) (b1 b2 : ℝ) :
    Z E ((b1 + b2) / 2) ^ 2 ≤ Z E b1 * Z E b2 := by
  have hd := midpoint_defect E b1 b2
  have h0 : 0 ≤ ∑ i, ∑ j, (Real.exp (-(b1 * E i + b2 * E j) / 2)
      - Real.exp (-(b1 * E j + b2 * E i) / 2)) ^ 2 :=
    Finset.sum_nonneg fun i _ => Finset.sum_nonneg fun j _ => sq_nonneg _
  linarith
```

The right side above is non-negative, which gives the inequality for all real $b_1,b_2$. For a finite spectrum, the partition functions at two inverse temperatures therefore bound the one at their midpoint from above.

```lean
/-- At two different inverse temperatures, the midpoint inequality is an equality if and only if
all energy levels are equal to each other. -/
theorem midpoint_sq_eq_iff (E : ι → ℝ) {b1 b2 : ℝ} (hb : b1 ≠ b2) :
    Z E ((b1 + b2) / 2) ^ 2 = Z E b1 * Z E b2 ↔ ∀ i j, E i = E j := by
  have hd := midpoint_defect E b1 b2
  constructor
  · intro h i j
    have h0 : ∑ i, ∑ j, (Real.exp (-(b1 * E i + b2 * E j) / 2)
        - Real.exp (-(b1 * E j + b2 * E i) / 2)) ^ 2 = 0 := by linarith
    -- a vanishing sum of squares has vanishing terms
    have hi := (Finset.sum_eq_zero_iff_of_nonneg
      (fun i _ => Finset.sum_nonneg fun j _ => sq_nonneg _)).1 h0 i (Finset.mem_univ i)
    have hij := (Finset.sum_eq_zero_iff_of_nonneg
      (fun j _ => sq_nonneg _)).1 hi j (Finset.mem_univ j)
    have he := Real.exp_injective (sub_eq_zero.1 ((pow_eq_zero_iff two_ne_zero).1 hij))
    have hp : (b1 - b2) * (E i - E j) = 0 := by linear_combination (-2) * he
    exact sub_eq_zero.1 ((mul_eq_zero.1 hp).resolve_left (sub_ne_zero.2 hb))
  · intro h
    have h0 : ∑ i, ∑ j, (Real.exp (-(b1 * E i + b2 * E j) / 2)
        - Real.exp (-(b1 * E j + b2 * E i) / 2)) ^ 2 = 0 :=
      Finset.sum_eq_zero fun i _ => Finset.sum_eq_zero fun j _ => by
        rw [h i j]
        ring
    linarith
```

The hypothesis `hb` says $b_1\neq b_2$, and `↔` means "if and only if".

Suppose equality holds. The sum of squares is then zero, so each square is zero (`hi`, `hij`). Since exp is injective, the exponents agree (`he`):

$$b_1E_i+b_2E_j=b_1E_j+b_2E_i,\quad\text{that is,}\quad(b_1-b_2)(E_i-E_j)=0.$$

Dividing by $b_1-b_2$ gives $E_i=E_j$. Conversely, equal energies make every square zero.

Without `hb` the equivalence fails: for $b_1=b_2$ both sides are $Z(b_1)^2$, even for the levels $0$ and $1$.

```lean
/-- For a two-level system with energies `0` and `Δ`, the defect in the midpoint inequality is the
squared difference of the square roots of the Boltzmann factors of the level `Δ` at the two inverse
temperatures `b1` and `b2`. -/
theorem two_level_defect (Δ b1 b2 : ℝ) :
    Z ![0, Δ] b1 * Z ![0, Δ] b2 - Z ![0, Δ] ((b1 + b2) / 2) ^ 2
      = (Real.exp (-(b1 * Δ) / 2) - Real.exp (-(b2 * Δ) / 2)) ^ 2 := by
  rw [midpoint_defect]
  simp only [Fin.sum_univ_two, Fin.isValue, Matrix.cons_val_zero, Matrix.cons_val_one,
    Matrix.cons_val_fin_one, mul_zero, add_zero, zero_add]
  ring
```

Here `![0, Δ]` is the list of two energies. The diagonal terms vanish and the two off-diagonal terms are equal, so the factor $\tfrac12$ leaves the one square of the opening example.

```lean
/-- If two energy levels differ, then strictly between two different inverse temperatures the
logarithm of the partition function lies strictly below its chord. -/
theorem log_Z_lt_chord (E : ι → ℝ) {i j : ι} (hE : E i ≠ E j) {b1 b2 s t : ℝ}
    (hb : b1 ≠ b2) (hs : 0 < s) (ht : 0 < t) (hst : s + t = 1) :
    Real.log (Z E (s * b1 + t * b2)) < s * Real.log (Z E b1) + t * Real.log (Z E b2) := by
  have : Nonempty ι := ⟨i⟩
  -- the Gibbs probabilities add up to one
  have hnorm : ∀ b, ∑ k, Real.exp (-b * E k - Real.log (Z E b)) = 1 := by
    intro b
    simp only [Real.exp_sub, Real.exp_log (Z_pos E b)]
    rw [← Finset.sum_div]
    exact div_self (Z_pos E b).ne'
  have n1 := hnorm b1
  have n2 := hnorm b2
  have hm := Z_pos E (s * b1 + t * b2)
  generalize Real.log (Z E b1) = l1 at *
  generalize Real.log (Z E b2) = l2 at *
  -- the two Gibbs distributions differ in at least one state
  have hne : ∃ k, -b1 * E k - l1 ≠ -b2 * E k - l2 := by
    by_contra hn
    have hall : ∀ k, -b1 * E k - l1 = -b2 * E k - l2 := fun k => by
      by_contra hk
      exact hn ⟨k, hk⟩
    have hp : (b1 - b2) * (E i - E j) = 0 := by linear_combination hall j - hall i
    exact (mul_ne_zero (sub_ne_zero.2 hb) (sub_ne_zero.2 hE)) hp
  obtain ⟨k, hk⟩ := hne
  -- strict convexity of the exponential, summed over the states
  have hlt : ∑ k, Real.exp (s * (-b1 * E k - l1) + t * (-b2 * E k - l2))
      < ∑ k, (s * Real.exp (-b1 * E k - l1) + t * Real.exp (-b2 * E k - l2)) := by
    refine Finset.sum_lt_sum (fun k _ => ?_) ⟨k, Finset.mem_univ k, ?_⟩
    · simpa only [smul_eq_mul] using
        convexOn_exp.2 (Set.mem_univ _) (Set.mem_univ _) hs.le ht.le hst
    · simpa only [smul_eq_mul] using
        strictConvexOn_exp.2 (Set.mem_univ _) (Set.mem_univ _) hk hs ht hst
  rw [Finset.sum_add_distrib, ← Finset.mul_sum, ← Finset.mul_sum, n1, n2, mul_one, mul_one,
    hst] at hlt
  have hZ : Z E (s * b1 + t * b2) * Real.exp (-(s * l1 + t * l2))
      = ∑ k, Real.exp (s * (-b1 * E k - l1) + t * (-b2 * E k - l2)) := by
    unfold Z
    rw [Finset.sum_mul]
    refine Finset.sum_congr rfl fun k _ => ?_
    rw [← Real.exp_add]
    congr 1
    ring
  rw [← hZ, Real.exp_neg, ← div_eq_mul_inv, div_lt_one (Real.exp_pos _)] at hlt
  exact (Real.log_lt_iff_lt_exp hm).2 hlt
```

For $b_1\neq b_2$, this extends the comparison from the midpoint to any $sb_1+tb_2$ with $s,t>0$ and $s+t=1$. Let $l_1=\log Z(b_1)$, $l_2=\log Z(b_2)$, $u_k=-b_1E_k-l_1$ and $v_k=-b_2E_k-l_2$. The Gibbs probabilities $e^{u_k}$ and $e^{v_k}$ each sum to one (`hnorm`).

If $u_k=v_k$ for every $k$, then $(b_1-b_2)E_k=l_2-l_1$ for every $k$. Since $b_1\neq b_2$, all the energies are then equal, which contradicts $E_i\neq E_j$. So some $u_k\neq v_k$ (`hne`). Convexity of exp, strict at that $k$, gives (`hlt`)

$$\sum_k e^{su_k+tv_k}<\sum_k\left(s\,e^{u_k}+t\,e^{v_k}\right)=s+t=1.$$

The left side is $Z(sb_1+tb_2)\,e^{-(sl_1+tl_2)}$ (`hZ`). Multiplying by $e^{sl_1+tl_2}$ and taking logarithms gives the claim.

Two different levels are needed: for a single state of energy $\varepsilon$, $\log Z(b)=-b\varepsilon$ is a straight line and coincides with its chord.

```lean
/-- For a nonempty finite spectrum, the logarithm of the partition function is strictly convex in
the inverse temperature if and only if at least two energy levels differ. -/
theorem log_Z_strictConvex_iff [Nonempty ι] (E : ι → ℝ) :
    StrictConvexOn ℝ Set.univ (fun b => Real.log (Z E b)) ↔ ∃ i j, E i ≠ E j := by
  constructor
  · intro h
    by_contra hn
    have hall : ∀ i j, E i = E j := fun i j => by
      by_contra hij
      exact hn ⟨i, j, hij⟩
    -- equal levels saturate the midpoint inequality between 0 and 1
    have hl := congrArg Real.log ((midpoint_sq_eq_iff E (zero_ne_one (α := ℝ))).2 hall)
    rw [Real.log_pow, Real.log_mul (Z_pos E 0).ne' (Z_pos E 1).ne'] at hl
    have hs := h.2 (Set.mem_univ (0 : ℝ)) (Set.mem_univ (1 : ℝ)) zero_ne_one
      (by norm_num : (0 : ℝ) < 1 / 2) (by norm_num : (0 : ℝ) < 1 / 2) (by norm_num)
    simp only [smul_eq_mul] at hs
    have hmid : (1 / 2 * 0 + 1 / 2 * 1 : ℝ) = (0 + 1) / 2 := by norm_num
    rw [hmid] at hs
    push_cast at hl
    linarith
  · rintro ⟨i, j, hij⟩
    refine ⟨convex_univ, fun b1 _ b2 _ hb s t hs ht hst => ?_⟩
    simpa only [smul_eq_mul] using log_Z_lt_chord E hij hb hs ht hst

end

end PartitionFunctionConvexity
```

`StrictConvexOn ℝ Set.univ` means strict convexity on the whole real line. If two levels differ, the previous theorem gives it. If all are equal, the midpoint equality at $b=0$ and $b=1$ yields $2\log Z(\tfrac12)=\log Z(0)+\log Z(1)$, which strict convexity forbids.

For such a finite spectrum, the second derivative of $\log Z$ is the energy variance, familiar from the heat capacity; the theorems here compare values of $Z$ and take no derivatives.

```lean
#print axioms PartitionFunctionConvexity.midpoint_sq_le
-- 'PartitionFunctionConvexity.midpoint_sq_le' depends on axioms: [propext, Classical.choice, Quot.sound]
#print axioms PartitionFunctionConvexity.midpoint_sq_eq_iff
-- 'PartitionFunctionConvexity.midpoint_sq_eq_iff' depends on axioms: [propext, Classical.choice, Quot.sound]
#print axioms PartitionFunctionConvexity.two_level_defect
-- 'PartitionFunctionConvexity.two_level_defect' depends on axioms: [propext, Classical.choice, Quot.sound]
#print axioms PartitionFunctionConvexity.log_Z_strictConvex_iff
-- 'PartitionFunctionConvexity.log_Z_strictConvex_iff' depends on axioms: [propext, Classical.choice, Quot.sound]
```
